# For integer spin and $E\neq0$, the first power of $DS_z^2+E(S_x^2-S_y^2)$ to connect $|{-m}\rangle$ with $|m\rangle$ is the $m$-th

Take a spin 2 with $H=DS_z^2+E(S_x^2-S_y^2)$, where $D$ and $E$ are real, $E\neq0$ and $\hbar=1$. The $D$ term is diagonal in the $S_z$ basis, and the $E$ term changes the magnetic number by $\pm2$. One application of $H$ therefore cannot carry $|{-2}\rangle$ to $|2\rangle$. Two applications can, and only through $|0\rangle$:

$$\langle2|H^2|{-2}\rangle=\langle2|H|0\rangle\langle0|H|{-2}\rangle=(\sqrt6\,E)(\sqrt6\,E)=6E^2 .$$

The constant $D$ has dropped out, because a diagonal step would waste one of the two applications.

## Counting double steps from $-m$ to $m$

Let $S$ be a non-negative integer and $0\le m\le S$. Then

$$\langle m|H^k|{-m}\rangle=0\quad(k<m),\qquad \langle m|H^m|{-m}\rangle=E^m\,\frac{(S+m)!}{2^m(S-m)!}.$$

With $S_x=(S_++S_-)/2$ and $S_y=(S_+-S_-)/(2i)$, the mixed products cancel in the difference of squares:

$$S_x^2-S_y^2=\tfrac12\left(S_+^2+S_-^2\right).$$

Number the states of a spin $N/2$ by levels $i=0,\dots,N$ from the lowest, so that level $i$ has magnetic number $i-N/2$. The raising operator takes level $i$ to $i+1$ with the factor $\ell_i=\sqrt{(i+1)(N-i)}$. Hence $H$ raises the level by at most two, and its entry for a raise by two is $\tfrac E2\,\ell_i\ell_{i+1}$.

It follows that $H^k$ raises the level by at most $2k$. From $-m$ to $m$ the distance is $2m$, which gives zero for $k<m$. For $k=m$ every factor must raise by two, so a single path contributes. With $N=2S$ and starting level $d=S-m$,

$$\langle m|H^m|{-m}\rangle=\left(\frac E2\right)^m\prod_{j=0}^{2m-1}\ell_{d+j}.$$

The factors are symmetric about the middle of the path: for $0\le j<m$, $\ell_{d+j}$ and $\ell_{d+2m-1-j}$ both equal $\sqrt{(d+1+j)(d+2m-j)}$. Each pair thus contributes $(d+1+j)(d+2m-j)$, and together the pairs run once through the integers from $d+1$ to $d+2m$. The product is $(d+2m)!/d!=(S+m)!/(S-m)!$.

For a numerical instance, take $S=3$, $m=2$ and $E=0.1$ in some energy unit. The ladder factors from $-2$ to $2$ are $\sqrt{10},\sqrt{12},\sqrt{12},\sqrt{10}$, with product $120=5!/1!$. The entry of $H^2$ is $(0.05)^2\cdot120=0.3$ in squared units, whatever the value of $D$, and the entry of $H$ itself is zero.

In a model of one isolated spin in zero field with only these two anisotropy terms, with $D\neq0$ and $|E|\ll|D|$, this count indicates the order in $E$ at which perturbation theory about the $D$ term can first couple the degenerate pair $\pm m$, $m\ge1$. The tunnel splitting itself is the energy difference between the two levels that arise from this pair, and it is not computed here. For $m\ge2$ its leading term also involves energy denominators, which the powers of $H$ do not contain.

## Spin matrices indexed by level

In Lean 4 with Mathlib:

```lean
import Mathlib

open Matrix

namespace TunnelSplittingOrder

noncomputable section
```

The ladder factor $\ell_j$ is a real square root. Its arguments are the doubled spin $N$ and the level $j$.

```lean
/-- The ladder factor between levels `j` and `j + 1` of a spin `N/2`, counted from the lowest. -/
def ladder (N j : ℕ) : ℝ := Real.sqrt (((j : ℝ) + 1) * ((N : ℝ) - (j : ℝ)))
```

Operators are complex matrices over `Fin (N + 1)`. The basis runs upward from the lowest magnetic number, the reverse of the order in which spin matrices are often printed. The row is the final state and the column the initial one, so `Sp N a b` is $\langle a|S_+|b\rangle$.

```lean
/-- The operator `Sz` of a spin `N/2`; level `i` has magnetic number `i - N/2`. -/
def Sz (N : ℕ) : Matrix (Fin (N + 1)) (Fin (N + 1)) ℂ :=
  Matrix.diagonal fun i => ((i : ℕ) : ℂ) - (N : ℂ) / 2

/-- The raising operator of a spin `N/2`. -/
def Sp (N : ℕ) : Matrix (Fin (N + 1)) (Fin (N + 1)) ℂ :=
  Matrix.of fun a b => if (a : ℕ) = (b : ℕ) + 1 then ((ladder N b : ℝ) : ℂ) else 0

/-- The lowering operator, the adjoint of the raising operator. -/
def Sm (N : ℕ) : Matrix (Fin (N + 1)) (Fin (N + 1)) ℂ := (Sp N)ᴴ
```

The Cartesian components follow from the ladder operators; the prefactor $-i/2$ equals $1/(2i)$.

```lean
/-- The operator `Sx`, half the sum of the ladder operators. -/
def Sx (N : ℕ) : Matrix (Fin (N + 1)) (Fin (N + 1)) ℂ := (1 / 2 : ℂ) • (Sp N + Sm N)

/-- The operator `Sy`, the difference of the ladder operators divided by `2i`. -/
def Sy (N : ℕ) : Matrix (Fin (N + 1)) (Fin (N + 1)) ℂ :=
  (-(Complex.I / 2)) • (Sp N - Sm N)
```

The real parameters `D` and `E` stand for the axial and the rhombic anisotropy. No sign or relative size is assumed for them.

```lean
/-- The anisotropy Hamiltonian `D Sz² + E (Sx² - Sy²)` of a spin `N/2`. -/
def H (N : ℕ) (D E : ℝ) : Matrix (Fin (N + 1)) (Fin (N + 1)) ℂ :=
  (D : ℂ) • (Sz N * Sz N) + (E : ℂ) • (Sx N * Sx N - Sy N * Sy N)
```

Integer spin $S$ corresponds to `N = 2 * S`, and the states $\pm m$ sit at levels $S\pm m$. The hypothesis `hm : m ≤ S` ensures that these levels exist.

```lean
/-- The state of integer spin `S` with magnetic number `m`. -/
def up (S m : ℕ) (hm : m ≤ S) : Fin (2 * S + 1) := ⟨S + m, by omega⟩

/-- The state of integer spin `S` with magnetic number `-m`. -/
def down (S m : ℕ) (hm : m ≤ S) : Fin (2 * S + 1) := ⟨S - m, by omega⟩

/-- The number `(S+m)! / (2^m (S-m)!)`. -/
def tunnelCoeff (S m : ℕ) : ℝ :=
  ((S + m).factorial : ℝ) / (2 ^ m * ((S - m).factorial : ℝ))
```

The next theorem confirms that the two labels carry the intended eigenvalues of $S_z$. The matrices are the standard ones by definition; the angular momentum commutation relations are neither stated nor needed.

```lean
/-- The diagonal entries of `Sz` at the states `up` and `down` are `m` and `-m`. -/
theorem Sz_up_down (S m : ℕ) (hm : m ≤ S) :
    Sz (2 * S) (up S m hm) (up S m hm) = (m : ℂ) ∧
    Sz (2 * S) (down S m hm) (down S m hm) = -(m : ℂ) := by
  constructor
  · simp only [Sz, Matrix.diagonal_apply_eq, up]
    push_cast
    ring
  · simp only [Sz, Matrix.diagonal_apply_eq, down]
    push_cast [Nat.cast_sub hm]
    ring
```

## The Hamiltonian as a double-step operator

The identity for $S_x^2-S_y^2$ is the first step of the derivation. The proof evaluates $(-i/2)^2=-1/4$, expands the products without commuting any operators, and lets `module` collect the terms.

```lean
/-- The Hamiltonian equals `D Sz² + (E/2) (S₊² + S₋²)`. -/
theorem H_eq_ladder (N : ℕ) (D E : ℝ) :
    H N D E = (D : ℂ) • (Sz N * Sz N)
      + ((E : ℂ) / 2) • (Sp N * Sp N + Sm N * Sm N) := by
  have hI : -(Complex.I / 2) * -(Complex.I / 2) = -(1 / 4 : ℂ) := by
    linear_combination (1 / 4 : ℂ) * Complex.I_mul_I
  unfold H Sx Sy
  rw [smul_mul_smul_comm, smul_mul_smul_comm, hI]
  simp only [mul_add, add_mul, mul_sub, sub_mul]
  module

/-- The raising operator only connects a level to the next higher one, the lowering operator
only to the next lower one. -/
theorem ladder_selection (N : ℕ) (a b : Fin (N + 1)) :
    ((a : ℕ) ≠ b + 1 → Sp N a b = 0) ∧ ((b : ℕ) ≠ a + 1 → Sm N a b = 0) := by
  constructor
  · intro h
    simp only [Sp, Matrix.of_apply]
    exact if_neg h
  · intro h
    simp only [Sm, Matrix.conjTranspose_apply, Sp, Matrix.of_apply]
    rw [if_neg h, star_zero]
```

The path argument rests on a general statement about matrix products. If $A$ raises by at most $p$ and $B$ by at most $q$, every term of the sum for $(AB)_{ab}$ vanishes when the distance exceeds $p+q$. At distance exactly $p+q$, `Finset.sum_eq_single` keeps the one intermediate level that both bounds allow.

```lean
/-- If `A` raises the level by at most `p` and `B` by at most `q`, then `A B` raises it by at
most `p + q`, and the extreme entry comes from a single intermediate level. -/
theorem mul_top {n : ℕ} (A B : Matrix (Fin n) (Fin n) ℂ) (p q : ℕ)
    (hA : ∀ a c : Fin n, (c : ℕ) + p < a → A a c = 0)
    (hB : ∀ c b : Fin n, (b : ℕ) + q < c → B c b = 0) :
    (∀ a b : Fin n, (b : ℕ) + (p + q) < a → (A * B) a b = 0) ∧
    ∀ a c b : Fin n, (a : ℕ) = c + p → (c : ℕ) = b + q →
      (A * B) a b = A a c * B c b := by
  constructor
  · intro a b h
    rw [Matrix.mul_apply]
    refine Finset.sum_eq_zero fun c _ => ?_
    by_cases hc : (c : ℕ) + p < a
    · rw [hA a c hc, zero_mul]
    · rw [hB c b (by omega), mul_zero]
  · intro a c b h1 h2
    rw [Matrix.mul_apply]
    refine Finset.sum_eq_single c (fun x _ hx => ?_) (fun h => absurd (Finset.mem_univ c) h)
    have hne : (x : ℕ) ≠ c := fun h => hx (Fin.ext h)
    by_cases hc : (x : ℕ) + p < a
    · rw [hA a x hc, zero_mul]
    · rw [hB x b (by omega), mul_zero]
```

Applied to $S_+S_+$ with $p=q=1$, this gives the double raise. Applied to $S_-S_-$ with $p=q=0$, it shows that lowering never contributes to an upward entry. The diagonal $S_z^2$ does not contribute either, so $D$ disappears from the extreme entry.

```lean
/-- The Hamiltonian raises the level by at most two, and its entry for a raise by two is `E/2`
times two ladder factors. -/
theorem H_band (N : ℕ) (D E : ℝ) :
    (∀ a b : Fin (N + 1), (b : ℕ) + 2 < a → H N D E a b = 0) ∧
    ∀ a b : Fin (N + 1), (a : ℕ) = b + 2 →
      H N D E a b = (E : ℂ) / 2 * ((ladder N b : ℂ) * (ladder N (b + 1) : ℂ)) := by
  have hP := mul_top (Sp N) (Sp N) 1 1
    (fun a c h => (ladder_selection N a c).1 (by omega))
    (fun a c h => (ladder_selection N a c).1 (by omega))
  have hM := mul_top (Sm N) (Sm N) 0 0
    (fun a c h => (ladder_selection N a c).2 (by omega))
    (fun a c h => (ladder_selection N a c).2 (by omega))
  have hZ : ∀ a b : Fin (N + 1), (b : ℕ) < a → (Sz N * Sz N) a b = 0 := by
    intro a b h
    have hne : a ≠ b := by
      rintro rfl
      omega
    rw [Sz, Matrix.diagonal_mul_diagonal, Matrix.diagonal_apply_ne _ hne]
  constructor
  · intro a b h
    rw [H_eq_ladder]
    simp only [Matrix.add_apply, Matrix.smul_apply, smul_eq_mul]
    rw [hZ a b (by omega), hP.1 a b (by omega), hM.1 a b (by omega)]
    ring
  · intro a b h
    have ha := a.isLt
    obtain ⟨c, hc⟩ : ∃ c : Fin (N + 1), (c : ℕ) = b + 1 := ⟨⟨b + 1, by omega⟩, rfl⟩
    have h1 : Sp N a c = (ladder N (b + 1) : ℂ) := by
      simp only [Sp, Matrix.of_apply]
      rw [if_pos (by omega), hc]
    have h2 : Sp N c b = (ladder N b : ℂ) := by
      simp only [Sp, Matrix.of_apply]
      rw [if_pos hc]
    rw [H_eq_ladder]
    simp only [Matrix.add_apply, Matrix.smul_apply, smul_eq_mul]
    rw [hZ a b (by omega), hP.2 a c b (by omega) hc, hM.1 a b (by omega), h1, h2]
    ring
```

Induction on $k$ extends the bound to powers. Each step writes $H^{k+1}=H\,H^k$, uses the product statement with $p=2$ and $q=2k$, and appends two ladder factors to the product.

```lean
/-- The power `H^k` raises the level by at most `2k`, and its entry for a raise by `2k` is
`(E/2)^k` times the ladder factors along the way. -/
theorem H_pow_band (N : ℕ) (D E : ℝ) (k : ℕ) :
    (∀ a b : Fin (N + 1), (b : ℕ) + 2 * k < a → (H N D E ^ k) a b = 0) ∧
    ∀ a b : Fin (N + 1), (a : ℕ) = b + 2 * k → (H N D E ^ k) a b =
      ((E : ℂ) / 2) ^ k * ((∏ j ∈ Finset.range (2 * k), ladder N (b + j) : ℝ) : ℂ) := by
  induction k with
  | zero =>
    constructor
    · intro a b h
      have hne : a ≠ b := by
        rintro rfl
        omega
      rw [pow_zero, Matrix.one_apply_ne hne]
    · intro a b h
      have hab : a = b := Fin.ext (by omega)
      subst hab
      simp
  | succ k ih =>
    have hH := H_band N D E
    have h := mul_top (H N D E) (H N D E ^ k) 2 (2 * k) hH.1 ih.1
    rw [pow_succ']
    constructor
    · intro a b hab
      exact h.1 a b (by omega)
    · intro a b hab
      have ha := a.isLt
      -- the only intermediate level is the one reached by `k` maximal raises
      obtain ⟨c, hc⟩ : ∃ c : Fin (N + 1), (c : ℕ) = b + 2 * k :=
        ⟨⟨b + 2 * k, by omega⟩, rfl⟩
      rw [h.2 a c b (by omega) hc, hH.2 a c (by omega), ih.2 c b hc, hc,
        show 2 * (k + 1) = 2 * k + 1 + 1 by ring, Finset.prod_range_succ,
        Finset.prod_range_succ, ← add_assoc (b : ℕ) (2 * k) 1]
      push_cast
      ring
```

## The factorial ratio and the leading entry

The pairing of ladder factors becomes an induction on $m$, with the spin written as $d+m$. Removing the first and last factors, which are equal, leaves the product for $m-1$ and $d+1$ at the same spin. This is why the induction generalises over `d`.

```lean
/-- For spin `d + m`, the ladder factors from magnetic number `-m` up to `m` multiply to
`(d+2m)! / d!`. -/
theorem prod_ladder (m d : ℕ) :
    ∏ j ∈ Finset.range (2 * m), ladder (2 * (d + m)) (d + j)
      = ((d + 2 * m).factorial : ℝ) / (d.factorial : ℝ) := by
  induction m generalizing d with
  | zero => simp [Nat.factorial_ne_zero]
  | succ m ih =>
    -- the first and the last factor are equal
    have h1 : ladder (2 * (d + (m + 1))) d * ladder (2 * (d + (m + 1))) (d + (2 * m + 1))
        = ((d : ℝ) + 1) * ((d : ℝ) + 2 * m + 2) := by
      have e1 : ladder (2 * (d + (m + 1))) d
          = Real.sqrt (((d : ℝ) + 1) * ((d : ℝ) + 2 * m + 2)) := by
        unfold ladder
        congr 1
        push_cast
        ring
      have e2 : ladder (2 * (d + (m + 1))) (d + (2 * m + 1))
          = Real.sqrt (((d : ℝ) + 1) * ((d : ℝ) + 2 * m + 2)) := by
        unfold ladder
        congr 1
        push_cast
        ring
      rw [e1, e2, Real.mul_self_sqrt (by positivity)]
    have h3 : ∏ j ∈ Finset.range (2 * m), ladder (2 * (d + (m + 1))) (d + (j + 1))
        = ((d + 1 + 2 * m).factorial : ℝ) / ((d + 1).factorial : ℝ) := by
      rw [← ih (d + 1)]
      refine Finset.prod_congr rfl fun j _ => ?_
      rw [show d + (j + 1) = d + 1 + j by omega, show d + (m + 1) = d + 1 + m by omega]
    rw [show 2 * (m + 1) = 2 * m + 1 + 1 by ring, Finset.prod_range_succ,
      Finset.prod_range_succ', h3, add_zero, mul_assoc, h1,
      show d + (2 * m + 1 + 1) = (d + 1 + 2 * m) + 1 by omega,
      Nat.factorial_succ (d + 1 + 2 * m), Nat.factorial_succ d]
    push_cast
    rw [div_mul_eq_mul_div, div_eq_div_iff (by positivity) (by positivity)]
    ring
```

The main theorem places the positivity of `tunnelCoeff S m` before the quantifier over `D` and `E`, and the coefficient takes only `S` and `m` as arguments. Its independence of the anisotropy parameters is thus visible in the statement. The proof inserts the distance $2m$ into the bound for powers and then the factorial ratio. The case $m=0$ is included: both states coincide, and the entry of $H^0$ is 1.

```lean
/-- For integer spin `S`, the entry of `H^k` between magnetic numbers `m` and `-m` vanishes for
`k < m`, and for `k = m` it is `E^m` times a positive number independent of `D` and `E`. -/
theorem tunnel_splitting_order (S m : ℕ) (hm : m ≤ S) :
    0 < tunnelCoeff S m ∧ ∀ D E : ℝ,
      (∀ k < m, (H (2 * S) D E ^ k) (up S m hm) (down S m hm) = 0) ∧
      (H (2 * S) D E ^ m) (up S m hm) (down S m hm)
        = (E : ℂ) ^ m * (tunnelCoeff S m : ℂ) := by
  have hab : ((up S m hm : Fin (2 * S + 1)) : ℕ) = (down S m hm : ℕ) + 2 * m := by
    simp only [up, down]
    omega
  have hp : ∏ j ∈ Finset.range (2 * m), ladder (2 * S) ((down S m hm : ℕ) + j)
      = ((S + m).factorial : ℝ) / ((S - m).factorial : ℝ) := by
    have h := prod_ladder m (S - m)
    rw [Nat.sub_add_cancel hm, show S - m + 2 * m = S + m by omega] at h
    exact h
  refine ⟨by unfold tunnelCoeff; positivity, fun D E => ⟨fun k hk => ?_, ?_⟩⟩
  · exact (H_pow_band (2 * S) D E k).1 _ _ (by omega)
  · rw [(H_pow_band (2 * S) D E m).2 _ _ hab, hp, tunnelCoeff, div_pow]
    push_cast
    ring
```

For integer spin and $E\ne0$, the entry of $H^m$ from $-m$ to $m$ is a product of nonzero numbers. `IsLeast` then says that $m$ belongs to the set of connecting powers and that no smaller power does.

```lean
/-- For `E ≠ 0`, the least power of `H` with a nonzero entry between magnetic numbers `m` and
`-m` is the `m`-th. -/
theorem least_connecting_order (S m : ℕ) (hm : m ≤ S) (D E : ℝ) (hE : E ≠ 0) :
    IsLeast {k : ℕ | (H (2 * S) D E ^ k) (up S m hm) (down S m hm) ≠ 0} m := by
  obtain ⟨hc, h⟩ := tunnel_splitting_order S m hm
  constructor
  · rw [Set.mem_ofPred_eq, (h D E).2]
    exact mul_ne_zero (pow_ne_zero _ (Complex.ofReal_ne_zero.2 hE))
      (Complex.ofReal_ne_zero.2 hc.ne')
  · intro k hk
    exact not_lt.1 fun hlt => hk ((h D E).1 k hlt)
```

## Half-integer spin

For odd $N$, two levels with $a+b=N$ have opposite magnetic numbers, and one of the two level numbers is even while the other is odd. Since $H$ changes the level only by $0$ or $\pm2$, it conserves this parity of the level number, and by induction so does every power. All entries between such states therefore vanish, for any $D$ and $E$. The argument uses the parity selection rule of the present Hamiltonian and does not invoke time reversal. Kramers' theorem on the degeneracy of energy levels under time-reversal symmetry is not proved here.

```lean
/-- For half-integer spin, no power of `H` has a nonzero entry between states of opposite
magnetic number. -/
theorem half_integer_no_tunnelling (N : ℕ) (hN : Odd N) (D E : ℝ) (k : ℕ)
    (a b : Fin (N + 1)) (hab : (a : ℕ) + b = N) : (H N D E ^ k) a b = 0 := by
  -- `H` conserves the parity of the level
  have hH : ∀ a b : Fin (N + 1), ((a : ℕ) + b) % 2 = 1 → H N D E a b = 0 := by
    intro a b h
    have hne : a ≠ b := by
      rintro rfl
      omega
    have hP : (Sp N * Sp N) a b = 0 := by
      rw [Matrix.mul_apply]
      refine Finset.sum_eq_zero fun c _ => ?_
      by_cases hc : (a : ℕ) = c + 1
      · rw [(ladder_selection N c b).1 (by omega), mul_zero]
      · rw [(ladder_selection N a c).1 hc, zero_mul]
    have hM : (Sm N * Sm N) a b = 0 := by
      rw [Matrix.mul_apply]
      refine Finset.sum_eq_zero fun c _ => ?_
      by_cases hc : (c : ℕ) = a + 1
      · rw [(ladder_selection N c b).2 (by omega), mul_zero]
      · rw [(ladder_selection N a c).2 hc, zero_mul]
    rw [H_eq_ladder]
    simp only [Matrix.add_apply, Matrix.smul_apply, smul_eq_mul]
    rw [hP, hM, Sz, Matrix.diagonal_mul_diagonal, Matrix.diagonal_apply_ne _ hne]
    ring
  have hk : ∀ a b : Fin (N + 1), ((a : ℕ) + b) % 2 = 1 → (H N D E ^ k) a b = 0 := by
    induction k with
    | zero =>
      intro a b h
      have hne : a ≠ b := by
        rintro rfl
        omega
      rw [pow_zero, Matrix.one_apply_ne hne]
    | succ k ih =>
      intro a b h
      rw [pow_succ', Matrix.mul_apply]
      refine Finset.sum_eq_zero fun c _ => ?_
      by_cases hc : ((a : ℕ) + c) % 2 = 1
      · rw [hH a c hc, zero_mul]
      · rw [ih c b (by omega), mul_zero]
  exact hk a b (by rw [hab]; exact Nat.odd_iff.1 hN)

end

end TunnelSplittingOrder
```

```lean
#print axioms TunnelSplittingOrder.Sz_up_down
-- 'TunnelSplittingOrder.Sz_up_down' depends on axioms: [propext, Classical.choice, Quot.sound]
#print axioms TunnelSplittingOrder.least_connecting_order
-- 'TunnelSplittingOrder.least_connecting_order' depends on axioms: [propext, Classical.choice, Quot.sound]
#print axioms TunnelSplittingOrder.half_integer_no_tunnelling
-- 'TunnelSplittingOrder.half_integer_no_tunnelling' depends on axioms: [propext, Classical.choice, Quot.sound]
```
